# Four times the imaginary part of the spin-overlap product around a triangle is the spin chirality

Suppose an electron hops between three frozen local spins, its own spin locked to the local one at each site, and we keep only the size of each reduced hopping. Reversing all three spins leaves those sizes unchanged, so the model gives both arrangements the same energy levels. With the full overlaps, which also carry a phase around the loop, the levels can differ in a magnetic flux. For this one-electron, three-site model, the theorems below show that the sizes fix the product of the overlaps around the loop up to one sign, that of the scalar chirality of the spins.

## Spinors, Bloch vectors and the hopping matrix

```lean
import Mathlib

open Matrix

namespace DoubleExchangeBerryPhase

noncomputable section
```

This loads the Mathlib library and opens its matrix notation: `⬝ᵥ` is the dot product, `*ᵥ` a matrix acting on a vector, and `⨯₃` the cross product.

```lean
/-- The state of a spin one-half, as two complex amplitudes. -/
abbrev Spinor := Fin 2 → ℂ
```

A spinor u is a pair of complex amplitudes u₀, u₁. Nothing here requires it to be normalised.

```lean
/-- The three Pauli matrices, in the order x, y, z. -/
def pauli : Fin 3 → Matrix (Fin 2) (Fin 2) ℂ :=
  ![!![0, 1; 1, 0], !![0, -Complex.I; Complex.I, 0], !![1, 0; 0, -1]]
```

The indices 0, 1, 2 of `pauli` stand for σx, σy, σz.

```lean
/-- The overlap of two spinors, conjugate-linear in the first. -/
def overlap (u v : Spinor) : ℂ := star u ⬝ᵥ v
```

This is ⟨u,v⟩ = u₀* v₀ + u₁* v₁, with the conjugate on the first spinor.

```lean
/-- The Bloch vector: the real parts of the Pauli expectation values. -/
def bloch (u : Spinor) : Fin 3 → ℝ := fun k => (star u ⬝ᵥ (pauli k *ᵥ u)).re
```

The Bloch vector a of u has components Re⟨u,σₖu⟩. Below, b and c belong to v and w.

```lean
/-- The scalar spin chirality of three vectors. -/
def chirality (a b c : Fin 3 → ℝ) : ℝ := a ⬝ᵥ (b ⨯₃ c)
```

The chirality is χ = a·(b×c), which changes sign when all three spins are reversed.

```lean
/-- The product of the three spin overlaps around a triangle. -/
def hopLoop (u v w : Spinor) : ℂ := overlap u v * overlap v w * overlap w u
```

Call this product L = ⟨u,v⟩⟨v,w⟩⟨w,u⟩. Each spinor occurs once plain and once conjugated, so rephasing a spinor leaves L unchanged.

```lean
/-- The double-exchange Hamiltonian of one electron on a triangle with local spinors
`u, v, w`, hopping `t`, and a magnetic phase `φ` on the first bond. -/
def triangleHam (t φ : ℝ) (u v w : Spinor) : Matrix (Fin 3) (Fin 3) ℂ :=
  !![0, -t * (Complex.exp (φ * Complex.I) * overlap u v), -t * overlap u w;
     -t * (Complex.exp (-(φ * Complex.I)) * overlap v u), 0, -t * overlap v w;
     -t * overlap w u, -t * overlap w v, 0]
```

Sites 0, 1, 2 carry u, v, w, which must be normalised for this matrix to describe double exchange. The entry between two sites is −t times their overlap, and the bond between sites 0 and 1 also carries exp(±iφ), where φ is the magnetic phase of the whole loop. The locking of the electron spin, which stands for infinitely strong Hund coupling to classical spins, is built into this matrix and not derived.

```lean
/-- The Pauli expectation values are real and equal the Bloch components. -/
theorem expectation_eq_bloch (u : Spinor) (k : Fin 3) :
    star u ⬝ᵥ (pauli k *ᵥ u) = (bloch u k : ℂ) := by
  apply Complex.ext
  · simp [bloch]
  · rw [Complex.ofReal_im]
    fin_cases k <;>
      simp [pauli, Matrix.mulVec, dotProduct, Fin.sum_univ_two] <;> ring
```

A `theorem` line gives the assumptions, then a colon, then the claim; the proof follows `by`. The claim is that ⟨u,σₖu⟩ is real, so taking the real part discarded nothing. The proof compares real parts, which agree by definition, and then checks for each k that the imaginary part vanishes.

```lean
/-- The Bloch vector in terms of the real and imaginary parts of the amplitudes. -/
theorem bloch_eq (u : Spinor) : bloch u =
    ![2 * ((u 0).re * (u 1).re + (u 0).im * (u 1).im),
      2 * ((u 0).re * (u 1).im - (u 0).im * (u 1).re),
      (u 0).re * (u 0).re + (u 0).im * (u 0).im
        - ((u 1).re * (u 1).re + (u 1).im * (u 1).im)] := by
  ext k
  fin_cases k <;>
    simp [bloch, pauli, Matrix.mulVec, dotProduct, Fin.sum_univ_two] <;> ring
```

By hand, the three components are

a_x = 2 Re(u₀* u₁), a_y = 2 Im(u₀* u₁), a_z = |u₀|² − |u₁|².

Lean writes these in real and imaginary parts; `fin_cases k` treats the components one at a time and `ring` does the algebra.

## The loop identity

```lean
/-- The loop identity for spinors of arbitrary norm. -/
theorem hopLoop_homogeneous (u v w : Spinor) :
    4 * hopLoop u v w =
      (((overlap u u).re * (overlap v v).re * (overlap w w).re
        + (overlap w w).re * (bloch u ⬝ᵥ bloch v)
        + (overlap u u).re * (bloch v ⬝ᵥ bloch w)
        + (overlap v v).re * (bloch w ⬝ᵥ bloch u) : ℝ) : ℂ)
      + (chirality (bloch u) (bloch v) (bloch w) : ℝ) * Complex.I := by
  simp only [bloch_eq, chirality, cross_apply]
  -- compare real and imaginary parts as polynomials in the amplitudes
  apply Complex.ext <;>
    simp [hopLoop, overlap, dotProduct, Fin.sum_univ_two, Fin.sum_univ_three] <;> ring
```

Write n_u = ⟨u,u⟩, and likewise n_v and n_w. The components above give

|u⟩⟨u| = (n_u + a·σ)/2,

since its diagonal entries are (n_u ± a_z)/2 and its upper right entry is u₀u₁* = (a_x − i a_y)/2. The loop product is a trace:

L = Tr(|u⟩⟨u| |v⟩⟨v| |w⟩⟨w|) = (1/8) Tr[(n_u + a·σ)(n_v + b·σ)(n_w + c·σ)].

A single Pauli matrix has trace zero, Tr(σⱼσₖ) = 2δⱼₖ, and Tr(σⱼσₖσₗ) = 2i εⱼₖₗ. Therefore

4L = n_u n_v n_w + n_w a·b + n_u b·c + n_v c·a + iχ.

Lean takes a more direct route to the same identity. It inserts the Bloch components, splits the equation into real and imaginary parts with `Complex.ext`, and lets `ring` compare the polynomials.

```lean
/-- For normalised spinors with Bloch vectors `a, b, c`, four times the overlap product around a
triangle has real part `1 + a·b + b·c + c·a` and the spin chirality as its imaginary part. -/
theorem hopLoop_eq_chirality {u v w : Spinor}
    (hu : overlap u u = 1) (hv : overlap v v = 1) (hw : overlap w w = 1) :
    4 * hopLoop u v w =
      ((1 + bloch u ⬝ᵥ bloch v + bloch v ⬝ᵥ bloch w + bloch w ⬝ᵥ bloch u : ℝ) : ℂ)
      + (chirality (bloch u) (bloch v) (bloch w) : ℝ) * Complex.I := by
  rw [hopLoop_homogeneous, hu, hv, hw]
  simp only [Complex.one_re, one_mul]
```

The hypotheses `hu`, `hv`, `hw` say that the spinors are normalised. Setting the three norms to 1 gives

4L = S + iχ, with S = 1 + a·b + b·c + c·a.

The annotations `: ℝ` and `: ℂ` mark a real number used as a complex one. When L ≠ 0, its argument is the phase that the spin overlaps contribute around the loop; the theorem gives the complex number itself and does not relate that phase to a solid angle.

## Bond strengths fix the size of the chirality

```lean
/-- For normalised spinors, the squared modulus of the overlap on a bond is `(1 + a·b)/2`, with `a,
b` the Bloch vectors at its ends. -/
theorem overlap_normSq {u v : Spinor} (hu : overlap u u = 1) (hv : overlap v v = 1) :
    Complex.normSq (overlap u v) = (1 + bloch u ⬝ᵥ bloch v) / 2 := by
  have key : 2 * Complex.normSq (overlap u v)
      = (overlap u u).re * (overlap v v).re + bloch u ⬝ᵥ bloch v := by
    simp only [bloch_eq]
    simp [overlap, dotProduct, Fin.sum_univ_two, Fin.sum_univ_three, Complex.normSq_apply]
    ring
  rw [hu, hv, Complex.one_re] at key
  linarith
```

`Complex.normSq` is the squared modulus. The same trace with two factors gives

|⟨u,v⟩|² = (1/4) Tr[(n_u + a·σ)(n_v + b·σ)] = (n_u n_v + a·b)/2,

which is `key` divided by two. Normalisation turns it into (1 + a·b)/2.

```lean
/-- The bond angles between three spins fix the square of their chirality. -/
theorem chirality_sq {u v w : Spinor}
    (hu : overlap u u = 1) (hv : overlap v v = 1) (hw : overlap w w = 1) :
    (1 + bloch u ⬝ᵥ bloch v + bloch v ⬝ᵥ bloch w + bloch w ⬝ᵥ bloch u) ^ 2
      + chirality (bloch u) (bloch v) (bloch w) ^ 2
    = 2 * (1 + bloch u ⬝ᵥ bloch v) * (1 + bloch v ⬝ᵥ bloch w)
      * (1 + bloch w ⬝ᵥ bloch u) := by
  -- take the squared modulus of the loop identity
  have h := congrArg Complex.normSq (hopLoop_eq_chirality hu hv hw)
  have h4 : Complex.normSq 4 = 16 := by norm_num [Complex.normSq_apply]
  rw [Complex.normSq_add_mul_I, hopLoop, Complex.normSq_mul, Complex.normSq_mul,
    Complex.normSq_mul, h4, overlap_normSq hu hv, overlap_normSq hv hw,
    overlap_normSq hw hu] at h
  linear_combination -h
```

For normalised spinors, take the squared modulus of 4L = S + iχ and insert the bond formula three times:

S² + χ² = 16 |⟨u,v⟩|² |⟨v,w⟩|² |⟨w,u⟩|² = 2(1 + a·b)(1 + b·c)(1 + c·a).

The angles thus determine χ², but not the sign of χ. The Lean proof follows these steps; `linear_combination` finishes by combining known equations with stated coefficients.

## The determinant in a magnetic flux

```lean
/-- The double-exchange Hamiltonian of the triangle is Hermitian. -/
theorem triangleHam_isHermitian (t φ : ℝ) (u v w : Spinor) :
    (triangleHam t φ u v w).IsHermitian := by
  have hs : ∀ x y : Spinor, (starRingEnd ℂ) (overlap x y) = overlap y x := by
    intro x y
    simp [overlap, dotProduct, Fin.sum_univ_two, mul_comm]
  have he : (starRingEnd ℂ) (Complex.exp (φ * Complex.I))
      = Complex.exp (-(φ * Complex.I)) := by
    rw [← Complex.exp_conj]
    simp
  have he' : (starRingEnd ℂ) (Complex.exp (-(φ * Complex.I)))
      = Complex.exp (φ * Complex.I) := by
    rw [← Complex.exp_conj]
    simp
  ext i j
  fin_cases i <;> fin_cases j <;> simp [triangleHam, hs, he, he']
```

Conjugation turns ⟨u,v⟩ into ⟨v,u⟩ and exp(iφ) into exp(−iφ). These facts are `hs`, `he` and `he'`, and the last line checks all nine entries.

```lean
/-- The determinant of the triangle Hamiltonian contains the chirality multiplied by the
sine of the magnetic phase. -/
theorem det_triangleHam (t φ : ℝ) {u v w : Spinor}
    (hu : overlap u u = 1) (hv : overlap v v = 1) (hw : overlap w w = 1) :
    (triangleHam t φ u v w).det =
      ((-(t ^ 3 / 2) *
        ((1 + bloch u ⬝ᵥ bloch v + bloch v ⬝ᵥ bloch w + bloch w ⬝ᵥ bloch u) * Real.cos φ
          - chirality (bloch u) (bloch v) (bloch w) * Real.sin φ) : ℝ) : ℂ) := by
  -- the two orientations of the loop
  have hdet : (triangleHam t φ u v w).det = -(t : ℂ) ^ 3 *
      (Complex.exp (φ * Complex.I) * hopLoop u v w
        + Complex.exp (-(φ * Complex.I)) * hopLoop u w v) := by
    rw [Matrix.det_fin_three]
    simp [triangleHam, hopLoop]
    ring
  have e2 : Complex.exp (-(φ * Complex.I))
      = Complex.cos φ - Complex.sin φ * Complex.I := by
    rw [← neg_mul, Complex.exp_mul_I, Complex.cos_neg, Complex.sin_neg]
    ring
  -- reversing the loop reverses the chirality
  have hswap : chirality (bloch u) (bloch w) (bloch v)
      = -chirality (bloch u) (bloch v) (bloch w) := by
    simp only [chirality, cross_apply, dotProduct, Fin.sum_univ_three]
    simp
    ring
  have h1 := hopLoop_eq_chirality hu hv hw
  have h2 := hopLoop_eq_chirality hu hw hv
  rw [hswap, dotProduct_comm (bloch u) (bloch w), dotProduct_comm (bloch w) (bloch v),
    dotProduct_comm (bloch v) (bloch u)] at h2
  rw [hdet, Complex.exp_mul_I, e2]
  push_cast at h1 h2 ⊢
  linear_combination
    (-(t : ℂ) ^ 3 / 4) * (Complex.cos φ + Complex.sin φ * Complex.I) * h1
    + (-(t : ℂ) ^ 3 / 4) * (Complex.cos φ - Complex.sin φ * Complex.I) * h2
    + (-(t : ℂ) ^ 3 / 2) * Complex.sin φ
      * (chirality (bloch u) (bloch v) (bloch w) : ℂ) * Complex.I_sq
```

With a zero diagonal, only the two directions around the loop survive in the determinant:

det H = −t³ [exp(iφ) L + exp(−iφ) L*].

Inserting L = (S + iχ)/4 gives

det H = −(t³/2)(S cos φ − χ sin φ).

In Lean, `hdet` is the first equation, with L* written as the loop u, w, v. `hswap` says that this reversed loop has chirality −χ, and the final `linear_combination` adds the two loop identities, weighted by their phases. The determinant is the product of the three energies. Reversing all three spins keeps S and turns χ into −χ, so when t, sin φ and χ are all nonzero it changes the spectrum.

## Spins along z, x and y

```lean
/-- The amplitude `1/√2`. -/
def amp : ℝ := 1 / √2
```

This names the real number 1/√2.

```lean
/-- Three normalised spinors with Bloch vectors along z, x and y have four times their
loop product equal to `1 + i`. -/
theorem orthogonal_spins_witness :
    let u : Spinor := ![1, 0]
    let v : Spinor := ![(amp : ℂ), (amp : ℂ)]
    let w : Spinor := ![(amp : ℂ), (amp : ℂ) * Complex.I]
    (overlap u u = 1 ∧ overlap v v = 1 ∧ overlap w w = 1) ∧
    (bloch u = ![0, 0, 1] ∧ bloch v = ![1, 0, 0] ∧ bloch w = ![0, 1, 0]) ∧
    4 * hopLoop u v w = 1 + Complex.I := by
  intro u v w
  have hr : amp ^ 2 = 1 / 2 := by
    rw [amp, div_pow, Real.sq_sqrt (by norm_num), one_pow]
  have hc : (amp : ℂ) ^ 2 = 1 / 2 := by
    rw [← Complex.ofReal_pow, hr]
    norm_num
  refine ⟨⟨?_, ?_, ?_⟩, ⟨?_, ?_, ?_⟩, ?_⟩
  · simp [u, overlap, dotProduct, Fin.sum_univ_two]
  · simp [v, overlap, dotProduct, Fin.sum_univ_two]
    linear_combination 2 * hc
  · simp [w, overlap, dotProduct, Fin.sum_univ_two]
    linear_combination (1 - Complex.I ^ 2) * hc - (1 / 2) * Complex.I_sq
  · rw [bloch_eq]
    ext k
    fin_cases k <;> simp [u]
  · rw [bloch_eq]
    ext k
    fin_cases k <;> simp [v]
    linarith [hr]
  · rw [bloch_eq]
    ext k
    fin_cases k <;> simp [w]
    linarith [hr]
  · simp [u, v, w, hopLoop, overlap, dotProduct, Fin.sum_univ_two]
    linear_combination 4 * (1 + Complex.I) * ((amp : ℂ) ^ 2 + 1 / 2) * hc

end

end DoubleExchangeBerryPhase
```

The claim has three parts, joined by `∧`: the spinors are normalised, their Bloch vectors are the z, x and y unit vectors, and 4L = 1 + i. By hand, with u = (1, 0), v = (1, 1)/√2 and w = (1, i)/√2,

⟨u,v⟩ = 1/√2, ⟨v,w⟩ = (1 + i)/2, ⟨w,u⟩ = 1/√2,

so L = (1 + i)/4, in agreement with S = 1 and χ = 1. The Lean proof checks each part using (1/√2)² = 1/2.

For t = 1 and φ = π/2, the determinant is +1/2. Reversing all three spins gives χ = −1 and −1/2. Replacing each overlap by its size, with the magnetic phase kept, would give 0 for both.

```lean
#print axioms DoubleExchangeBerryPhase.hopLoop_eq_chirality
#print axioms DoubleExchangeBerryPhase.chirality_sq
#print axioms DoubleExchangeBerryPhase.triangleHam_isHermitian
#print axioms DoubleExchangeBerryPhase.det_triangleHam
```

```
'DoubleExchangeBerryPhase.hopLoop_eq_chirality' depends on axioms: [propext, Classical.choice, Quot.sound]
'DoubleExchangeBerryPhase.chirality_sq' depends on axioms: [propext, Classical.choice, Quot.sound]
'DoubleExchangeBerryPhase.triangleHam_isHermitian' depends on axioms: [propext, Classical.choice, Quot.sound]
'DoubleExchangeBerryPhase.det_triangleHam' depends on axioms: [propext, Classical.choice, Quot.sound]
```
